# In a one-site model with a strictly concave bare electron loss, the estimate from a finite repulsive shift lies below the positive Hubbard U

A repulsive potential shift of strength $a>0$ on a localized site removes $k(a)$ electrons if the interaction does not react (the bare loss), and $m$ electrons once the site's potential has relaxed by $U$ per electron lost (the screened loss). With losses counted as positive numbers, the two responses are $\chi_0=-k(a)/a$ and $\chi=-m/a$, and the linear-response estimate of the Hubbard parameter is $U_{\mathrm{est}}=\chi_0^{-1}-\chi^{-1}$.

```lean
import Mathlib

open Set Filter Topology

namespace LinearResponseHubbardU

noncomputable section

/-- Finite-difference response of a site that loses `loss` electrons under a repulsive
potential shift `a ≠ 0`: change of occupation divided by the shift. -/
def response (a loss : ℝ) : ℝ := -loss / a

/-- Linear-response estimate of the Hubbard parameter, inverse bare response minus inverse
screened response, for a shift `a ≠ 0` and nonzero occupation losses `bare` and `screened`. -/
def estimatedU (a bare screened : ℝ) : ℝ :=
  (response a bare)⁻¹ - (response a screened)⁻¹

/-- Self-consistency of the screened loss `m`: the site responds through its bare law `k` to
the applied shift `a` reduced by the interaction `U * m`. -/
def IsScreenedLoss (k : ℝ → ℝ) (U a m : ℝ) : Prop := m = k (a - U * m)

/-- The estimate is the shift per screened loss minus the shift per bare loss. -/
theorem estimatedU_eq (a bare screened : ℝ) :
    estimatedU a bare screened = a / screened - a / bare := by
  unfold estimatedU response
  rw [inv_div, inv_div, div_neg, div_neg]
  ring

/-- For a strictly concave response law that vanishes at zero shift, the loss per unit shift
is larger at a smaller positive shift `b` than at `a`, written without division. -/
theorem saturation {k : ℝ → ℝ} {a b : ℝ} (hk : StrictConcaveOn ℝ (Icc 0 a) k)
    (h0 : k 0 = 0) (hb : 0 < b) (hba : b < a) : b * k a < a * k b := by
  have ha : 0 < a := hb.trans hba
  have hw : 0 < 1 - b / a := sub_pos.2 ((div_lt_one ha).2 hba)
  -- `b` is a weighted mean of the shifts `0` and `a`
  have h := hk.2 (left_mem_Icc.2 ha.le) (right_mem_Icc.2 ha.le) ha.ne hw
    (div_pos hb ha) (by ring)
  have e : b / a * a = b := by field_simp
  simp only [smul_eq_mul, h0, mul_zero, zero_add, e] at h
  calc b * k a = a * (b / a * k a) := by field_simp
    _ < a * k b := mul_lt_mul_of_pos_left h ha

/-- For nonzero bare and screened losses, the error of the estimate is the shift per loss of the
bare law at the applied shift minus the same ratio at the screened shift. -/
theorem error_identity {k : ℝ → ℝ} {U a m : ℝ} (hm0 : m ≠ 0)
    (hm : IsScreenedLoss k U a m) :
    U - estimatedU a (k a) m = a / k a - (a - U * m) / k (a - U * m) := by
  have hm' : k (a - U * m) = m := Eq.symm hm
  have e : (a - U * m) / m = a / m - U := by field_simp
  rw [estimatedU_eq, hm', e]
  ring

/-- Saturation underestimates `U`: if the bare law is strictly concave on `[0, a]`, vanishes at
zero and is positive at `a`, and `U`, the screened loss and the screened shift are positive,
then the finite-perturbation estimate is strictly below `U`. -/
theorem estimatedU_lt {k : ℝ → ℝ} {U a m : ℝ} (hk : StrictConcaveOn ℝ (Icc 0 a) k)
    (h0 : k 0 = 0) (hka : 0 < k a) (hU : 0 < U) (hm0 : 0 < m) (hb : 0 < a - U * m)
    (hm : IsScreenedLoss k U a m) : estimatedU a (k a) m < U := by
  have hm' : k (a - U * m) = m := Eq.symm hm
  have hs := saturation hk h0 hb (by linarith [mul_pos hU hm0])
  have he := error_identity hm0.ne' hm
  rw [hm'] at hs he
  -- the error is positive because the screened shift meets a softer site
  have hlt : (a - U * m) / m < a / k a := (div_lt_div_iff₀ hm0 hka).2 hs
  linarith

/-- A continuous bare law that vanishes at zero and is positive at the applied shift `a > 0`
admits, for every `U > 0`, a positive screened loss with positive screened shift. -/
theorem exists_screenedLoss {k : ℝ → ℝ} {U a : ℝ} (hk : ContinuousOn k (Icc 0 a))
    (h0 : k 0 = 0) (hka : 0 < k a) (hU : 0 < U) (ha : 0 < a) :
    ∃ m, 0 < m ∧ 0 < a - U * m ∧ IsScreenedLoss k U a m := by
  have hq : 0 < a / U := div_pos ha hU
  have e : U * (a / U) = a := by field_simp
  have hmaps : MapsTo (fun m : ℝ => a - U * m) (Icc 0 (a / U)) (Icc 0 a) := by
    intro x hx
    have h1 := (le_div_iff₀ hU).1 hx.2
    have h2 := mul_nonneg hU.le hx.1
    exact ⟨by linarith, by linarith⟩
  have hc : ContinuousOn (fun m : ℝ => m - k (a - U * m)) (Icc 0 (a / U)) :=
    continuousOn_id.sub (hk.comp (by fun_prop) hmaps)
  -- the mismatch changes sign between no loss and complete screening
  have hz : (0 : ℝ) ∈ Icc ((0 : ℝ) - k (a - U * 0)) (a / U - k (a - U * (a / U))) := by
    rw [e, mul_zero, sub_zero, sub_self, h0]
    exact ⟨by linarith, by linarith⟩
  obtain ⟨m, hm, hroot⟩ := intermediate_value_Icc hq.le hc hz
  have hs : m = k (a - U * m) := sub_eq_zero.1 hroot
  have hm0 : m ≠ 0 := by
    intro h
    rw [h, mul_zero, sub_zero] at hs
    linarith
  have hmq : m ≠ a / U := by
    intro h
    rw [h, e, sub_self, h0] at hs
    linarith
  have hlt := (lt_div_iff₀ hU).1 (lt_of_le_of_ne hm.2 hmq)
  exact ⟨m, lt_of_le_of_ne hm.1 hm0.symm, by linarith, hs⟩

/-- If the bare law is strictly increasing on `[0, a]` and `U`, the screened loss and the
screened shift are positive, the estimate is positive. -/
theorem estimatedU_pos {k : ℝ → ℝ} {U a m : ℝ} (hk : StrictMonoOn k (Icc 0 a))
    (hU : 0 < U) (hm0 : 0 < m) (hb : 0 < a - U * m)
    (hm : IsScreenedLoss k U a m) : 0 < estimatedU a (k a) m := by
  have hUm := mul_pos hU hm0
  have ha : 0 < a := by linarith
  have h : k (a - U * m) < k a :=
    hk ⟨hb.le, by linarith⟩ (right_mem_Icc.2 ha.le) (by linarith)
  have hm' : k (a - U * m) = m := Eq.symm hm
  rw [hm'] at h
  rw [estimatedU_eq]
  exact sub_pos.2 (div_lt_div_of_pos_left ha hm0 h)

/-- For a linear bare law and a nonzero screened loss, the estimate equals `U` at any
nonzero applied shift. -/
theorem estimatedU_linear {c U a m : ℝ} (hc : c ≠ 0) (ha : a ≠ 0) (hm0 : m ≠ 0)
    (hm : IsScreenedLoss (fun x => c * x) U a m) : estimatedU a (c * a) m = U := by
  have hs : m = c * (a - U * m) := hm
  have e1 : a / (c * a) = 1 / c := by field_simp
  have e2 : a / m = U + 1 / c := by
    field_simp
    linear_combination -hs
  rw [estimatedU_eq, e1, e2]
  ring

/-- If the bare law vanishes at zero with nonzero right derivative there, and `U > 0`, then
along positive screened losses with positive screened shifts the estimate tends to `U` as the
applied shift tends to zero from above. -/
theorem tendsto_estimatedU {k m : ℝ → ℝ} {U c : ℝ} (h0 : k 0 = 0)
    (hd : HasDerivWithinAt k c (Ioi 0) 0) (hc : c ≠ 0) (hU : 0 < U)
    (hm : ∀ᶠ a in 𝓝[>] (0 : ℝ),
      0 < m a ∧ 0 < a - U * m a ∧ IsScreenedLoss k U a (m a)) :
    Tendsto (fun a => estimatedU a (k a) (m a)) (𝓝[>] 0) (𝓝 U) := by
  have hr : Tendsto (fun x => x / k x) (𝓝[>] 0) (𝓝 c⁻¹) := by
    have h := ((hasDerivWithinAt_iff_tendsto_slope'
      (show (0 : ℝ) ∉ Ioi (0 : ℝ) by simp)).1 hd).inv₀ hc
    refine h.congr fun x => ?_
    rw [slope_def_field, h0, sub_zero, sub_zero, inv_div]
  -- the screened shift is squeezed between zero and the applied shift
  have hb : Tendsto (fun a => a - U * m a) (𝓝[>] 0) (𝓝[>] 0) := by
    refine tendsto_nhdsWithin_iff.2 ⟨?_, hm.mono fun a h => h.2.1⟩
    have hid : Tendsto (fun a : ℝ => a) (𝓝[>] 0) (𝓝 0) :=
      tendsto_id.mono_left nhdsWithin_le_nhds
    exact tendsto_of_tendsto_of_tendsto_of_le_of_le' tendsto_const_nhds hid
      (hm.mono fun a h => h.2.1.le)
      (hm.mono fun a h => by linarith [mul_pos hU h.1])
  have h := (tendsto_const_nhds (x := U)).sub (hr.sub (hr.comp hb))
  rw [sub_self, sub_zero] at h
  refine h.congr' (hm.mono fun a ha => ?_)
  have he := error_identity ha.1.ne' ha.2.2
  simp only [Function.comp_apply]
  linarith

/-- For the saturating law `x / (1 + x)`, with positive applied shift, screened loss `m` and
screened shift, the estimate is the product of `U` and `1 - m`. -/
theorem estimatedU_saturating {U a m : ℝ} (ha : 0 < a) (hm0 : 0 < m)
    (hb : 0 < a - U * m) (hm : IsScreenedLoss (fun x => x / (1 + x)) U a m) :
    estimatedU a (a / (1 + a)) m = U * (1 - m) := by
  have he := error_identity hm0.ne' hm
  have ratio : ∀ x : ℝ, 0 < x → x / (x / (1 + x)) = 1 + x := by
    intro x hx
    have h1 : 1 + x ≠ 0 := by positivity
    field_simp
  simp only [ratio a ha, ratio _ hb] at he
  linarith

end

end LinearResponseHubbardU
```

```lean
#print axioms LinearResponseHubbardU.estimatedU_lt
#print axioms LinearResponseHubbardU.estimatedU_linear
#print axioms LinearResponseHubbardU.tendsto_estimatedU
#print axioms LinearResponseHubbardU.estimatedU_saturating
```

```
'LinearResponseHubbardU.estimatedU_lt' depends on axioms: [propext, Classical.choice, Quot.sound]
'LinearResponseHubbardU.estimatedU_linear' depends on axioms: [propext, Classical.choice, Quot.sound]
'LinearResponseHubbardU.tendsto_estimatedU' depends on axioms: [propext, Classical.choice, Quot.sound]
'LinearResponseHubbardU.estimatedU_saturating' depends on axioms: [propext, Classical.choice, Quot.sound]
```

## The underestimate in words

The main theorem is `estimatedU_lt`. It takes a response law $k$, an interaction $U$, an applied shift $a$ and a screened loss $m$, and concludes $U_{\mathrm{est}}<U$ under these hypotheses:

- `StrictConcaveOn ℝ (Icc 0 a) k`: the law is strictly concave on $[0,a]$. This is the saturation: each further increment of the shift removes fewer electrons than the one before.
- `k 0 = 0`: without a shift there is no loss.
- `0 < k a`: the full shift, acting without feedback, does remove electrons.
- `0 < U` and `0 < m`: the interaction is repulsive, and the screened site also loses electrons.
- `0 < a - U * m`: the relaxation weakens the shift but does not cancel or reverse it.
- `IsScreenedLoss k U a m`: the self-consistency relation $m=k(a-Um)$.

The condition $a>0$ is absent from the list because it follows from $a-Um>0$ and $Um>0$. Positivity of $k$ is assumed at $a$ and, through $m=k(a-Um)>0$, at the shift $a-Um$. The law is a function on all of $\mathbb R$ in Lean, but only its values on $[0,a]$ enter.

In `estimatedU a bare screened` the second argument is the bare loss and the third the screened loss, so the theorem speaks of `estimatedU a (k a) m`. The shift, often written $\alpha$ in the linear-response literature, is $a$ here. The function `response` carries the minus sign, since a repulsive shift lowers the occupation.

## The physics behind the self-consistency relation

In a density-functional calculation with a Hubbard correction, $U$ can be obtained by shifting the potential on a localized shell and recording how its occupation changes, once before the potential has reacted and once after convergence. The bare response contains the change of occupation that non-interacting electrons would also show. Subtracting the inverse responses removes that part and leaves the interaction.

The model keeps one site and one number for its occupation. If the site loses $m$ electrons, the remaining ones repel each other less, and the potential on the site drops by $Um$. The electrons therefore feel the shift

$$b=a-Um,$$

called the screened shift below, and respond to it through the same law $k$ as before. The constant $U$ stands for the energy by which the site's potential falls per electron lost, taken to be independent of the occupation.

For electronic-structure practice the theorem gives the sign of the error when both responses are taken from a single repulsive shift, within this one-site model with constant $U$ and a concave loss law. It does not cover a slope fitted through shifts of both signs. It carries over to a real material when its hypotheses hold there, among them a strictly concave bare loss and the relation $m=k(a-Um)$ with a constant $U$. Neither is guaranteed: feedback from neighbouring sites or changes in the shape of the orbitals, for example, can break the relation.

## Why the estimate falls short

**The estimate as a difference of ratios.** Inverting the two responses gives

$$U_{\mathrm{est}}=-\frac{a}{k(a)}+\frac{a}{m}=\frac am-\frac a{k(a)}.$$

This is `estimatedU_eq`, where `inv_div` inverts the fractions and `ring` reorders the terms.

**Larger response per unit shift at smaller shifts.** Let $0<b<a$. Then $b$ is a weighted mean of $0$ and $a$,

$$b=\Bigl(1-\frac ba\Bigr)\cdot 0+\frac ba\cdot a,$$

with both weights positive. Strict concavity and $k(0)=0$ give

$$k(b)>\Bigl(1-\frac ba\Bigr)k(0)+\frac ba\,k(a)=\frac ba\,k(a),$$

and multiplication by $a$ yields $b\,k(a)<a\,k(b)$. The lemma `saturation` does exactly this: `hk.2` is the concavity inequality, applied to the endpoints of the interval with these weights, and the `calc` block multiplies by $a$.

**The exact error.** Self-consistency says $k(b)=m$, so

$$\frac b{k(b)}=\frac{a-Um}{m}=\frac am-U.$$

Hence

$$U-U_{\mathrm{est}}=U-\frac am+\frac a{k(a)}=\frac a{k(a)}-\frac b{k(b)}.$$

The error compares the shift needed per lost electron at two places on the same curve, the applied shift and the screened shift. This is `error_identity`. It uses no concavity, only the self-consistency relation and nonzero losses $m$ and $k(a)$. The Lean statement assumes just $m\neq0$, because Lean sets $a/0=0$; for $k(a)=0$ the estimate has no physical meaning.

**The sign.** Since $Um>0$, the screened shift satisfies $0<b<a$, and the second step gives $b\,k(a)<a\,m$. Dividing by the positive number $m\,k(a)$,

$$\frac bm<\frac a{k(a)},$$

so the error is positive and $U_{\mathrm{est}}<U$. In `estimatedU_lt` the lemma `div_lt_div_iff₀` performs the division, and `linarith` combines the result with the error identity. The bare calculation probes the site at the full shift, where it is already partly saturated; the screened calculation probes it at a smaller shift, where it still responds more readily. The subtraction therefore removes too much.

One substitution in this derivation hides the whole effect. If the bare ratio is taken at the screened shift, $b/k(b)$ in place of $a/k(a)$, the estimate becomes $a/m-b/m=U$, and the error seems to vanish. The bare loss in $\chi_0$ belongs to the applied shift $a$, which is why the theorem has `k a` as the second argument of `estimatedU`.

The same argument settles the opposite curvature. If $k$ is strictly convex on $[0,a]$ and the other hypotheses stay as they are, the inequality of the second step is reversed, the error is negative, and the estimate lies above $U$. This convex variant is argued here in prose and has no theorem in the code.

## A screened loss exists, and when the estimate is positive

The main theorem takes $m$ as given. For a continuous law with $k(0)=0$ and $k(a)>0$, and for $U>0$ and $a>0$, `exists_screenedLoss` provides one. Consider the mismatch

$$f(m)=m-k(a-Um),\qquad 0\le m\le \frac aU .$$

At the left end $f(0)=-k(a)<0$. At the right end the shift is completely screened, and $f(a/U)=a/U-k(0)=a/U>0$. The intermediate value theorem, `intermediate_value_Icc` in Lean, gives a zero. It is neither endpoint, because $f$ is nonzero at both, so $0<m<a/U$, which means $m>0$ and $a-Um>0$. The theorem makes no statement about uniqueness.

Strict concavity allows a law that rises and then falls before it reaches $a$. In that case the bare loss can be smaller than the screened one, and the estimate is then negative. If $k$ is strictly increasing on $[0,a]$, this does not happen: $b<a$ gives $m=k(b)<k(a)$, hence $a/m>a/k(a)$ and $U_{\mathrm{est}}>0$. This is `estimatedU_pos`, which needs no concavity. For a law that is both strictly concave and strictly increasing, the two theorems together place the estimate strictly between $0$ and $U$.

## Linear response, small shifts and a solvable law

For $k(x)=cx$ with $c\neq0$, the self-consistency relation is $m=c(a-Um)$. Dividing by $cm$ gives $1/c=a/m-U$, while the bare ratio is $a/(ca)=1/c$. Therefore

$$U_{\mathrm{est}}=\frac am-\frac1c=U$$

at any nonzero shift, as `estimatedU_linear` states. Within the model, the error comes from the curvature of $k$ and not from the size of the shift as such.

For a curved law with a nonzero slope at zero shift, the error disappears as the shift shrinks. In `tendsto_estimatedU` the screened loss is a function $m(a)$, and the positivity conditions and self-consistency are required for all sufficiently small $a>0$; this is the meaning of `∀ᶠ a in 𝓝[>] (0 : ℝ)`. Let $c\neq0$ be the right derivative of $k$ at zero. Since $k(0)=0$, the slope $k(x)/x$ tends to $c$, and so $x/k(x)\to1/c$ as $x\to0^+$. The screened shift obeys $0<b<a$ and is squeezed to zero from above. Both ratios in the error identity then have the same limit:

$$U-U_{\mathrm{est}}=\frac a{k(a)}-\frac b{k(b)}\longrightarrow\frac1c-\frac1c=0 .$$

The proof follows this order: `hr` is the limit of $x/k(x)$, `hb` is the squeeze, and `error_identity` turns the difference of the two limits into a statement about the estimate.

The law $k(x)=x/(1+x)$ shows the size of the error in closed form. Its loss approaches one electron at large shifts, and the unit of energy is the shift at which half an electron is lost. For $x>0$ the ratio is $x/k(x)=1+x$, so the error identity gives

$$U-U_{\mathrm{est}}=(1+a)-(1+b)=a-b=Um,\qquad U_{\mathrm{est}}=U(1-m).$$

This is `estimatedU_saturating`. The relative error equals the number of electrons lost in the screened calculation. As an example, take $U=4$ and $a=3$. Then $m=1/2$ is self-consistent, because the screened shift is $3-4\cdot\tfrac12=1$ and $k(1)=1/2$. The bare loss is $k(3)=3/4$, and the estimate is

$$\frac{3}{1/2}-\frac{3}{3/4}=6-4=2,$$

which is half of the true $U$.
